# The k-th order term of exp(−T) H exp(T): nested commutator as a sum of ordered products

For complex square matrices H and T of the same finite size, the lemma says that the k-fold nested commutator [...[[H,T],T]...,T], divided by k!, equals the sum of (−T)^i H T^j / (i! j!) over all i + j = k. This is the part of order k in T of the similarity-transformed operator exp(−T) H exp(T), as used in coupled-cluster theory. H and T are arbitrary: H need not be Hermitian, T need not be made of excitations, and nothing is said about the series ending or about its sum over k. The attempt writes the map X ↦ [X,T] as left multiplication by −T plus right multiplication by T, expands its k-th power by the binomial theorem for commuting maps, and matches the coefficients.

The first attempt, which Lean rejects:

```lean
import Mathlib

open Finset

namespace CoupledClusterDoubles

noncomputable section

variable {n : Type*} [Fintype n] [DecidableEq n]

/-- The commutator of two operators. -/
def comm (A B : Matrix n n ℂ) : Matrix n n ℂ := A * B - B * A

/-- The `k`-fold nested commutator `[...[[H,T],T]...,T]`. -/
def nestedComm (H T : Matrix n n ℂ) : ℕ → Matrix n n ℂ
  | 0 => H
  | k + 1 => comm (nestedComm H T k) T

/-- The term of `exp(-T) H exp(T)` with `p.1` cluster operators to the left of `H`
and `p.2` to the right. -/
def orderedTerm (H T : Matrix n n ℂ) (p : ℕ × ℕ) : Matrix n n ℂ :=
  ((p.1.factorial : ℂ)⁻¹ * (p.2.factorial : ℂ)⁻¹) • ((-T) ^ p.1 * (H * T ^ p.2))

/-- The nested commutator of order `k`, divided by `k!`, collects all ordered terms
with `k` cluster operators in total. -/
theorem nestedComm_eq_sum (H T : Matrix n n ℂ) (k : ℕ) :
    (k.factorial : ℂ)⁻¹ • nestedComm H T k = ∑ p ∈ antidiagonal k, orderedTerm H T p := by
  -- commutation with `T` is a sum of two commuting maps
  have key : nestedComm H T k =
      ((LinearMap.mulLeft ℂ (-T) + LinearMap.mulRight ℂ T) ^ k) H := by
    induction k with
    | zero => simp [nestedComm]
    | succ k ih =>
      rw [nestedComm, ih, pow_succ', Module.End.mul_apply, LinearMap.add_apply,
        LinearMap.mulLeft_apply, LinearMap.mulRight_apply, neg_mul, neg_add_eq_sub, comm]
  rw [key, (LinearMap.commute_mulLeft_right ℂ (-T) T).add_pow', LinearMap.sum_apply,
    Finset.smul_sum]
  refine Finset.sum_congr rfl fun p hp => ?_
  obtain rfl : p.1 + p.2 = k := mem_antidiagonal.mp hp
  have h := Nat.choose_mul_factorial_mul_factorial (Nat.le_add_right p.1 p.2)
  rw [Nat.add_sub_cancel_left] at h
  have hc : ((p.1 + p.2).choose p.1 : ℂ) * (p.1.factorial : ℂ) * (p.2.factorial : ℂ)
      = ((p.1 + p.2).factorial : ℂ) := by exact_mod_cast h
  have h0 : ((p.1 + p.2).choose p.1 : ℂ) ≠ 0 :=
    Nat.cast_ne_zero.mpr (Nat.choose_pos (Nat.le_add_right p.1 p.2)).ne'
  have h1 : (p.1.factorial : ℂ) ≠ 0 := Nat.cast_ne_zero.mpr p.1.factorial_ne_zero
  have h2 : (p.2.factorial : ℂ) ≠ 0 := Nat.cast_ne_zero.mpr p.2.factorial_ne_zero
  have hcoef : ((p.1 + p.2).factorial : ℂ)⁻¹ * ((p.1 + p.2).choose p.1 : ℂ)
      = (p.1.factorial : ℂ)⁻¹ * (p.2.factorial : ℂ)⁻¹ := by
    rw [← hc]
    field_simp
  rw [LinearMap.smul_apply, Module.End.mul_apply, LinearMap.pow_mulLeft,
    LinearMap.pow_mulRight, LinearMap.mulLeft_apply, LinearMap.mulRight_apply,
    ← Nat.cast_smul_eq_nsmul ℂ, smul_smul, hcoef, orderedTerm]

end

end CoupledClusterDoubles
```

Messages:

```
Main.lean:36:11: error: Invalid rewrite argument: Expected an equality or iff proof or definition name, but `?m.132` is a value of type
  ?m.131
```

The error points at the second item of the `rw` after `key`, the term `(LinearMap.commute_mulLeft_right ℂ (-T) T).add_pow'`. `rw` needs an equation, but Lean had left this whole term as a placeholder, `?m.132`, whose type was a placeholder too, so there was nothing to rewrite with. The message does not say what held up the elaboration.

The repair first proves the commutation as `hcomm`, with its type written out. `commute_iff_eq` turns it into an equation between two composite maps, which holds on every matrix `X` by associativity, (−T)(XT) = ((−T)X)T. Since the type of `hcomm` is known, `hcomm.add_pow' k` is a definite equation, the binomial expansion, and `rw` can use it. Giving the exponent `k` explicitly is tidying, as `rw` could find it from the goal.

The change from `mem_antidiagonal` to `HasAntidiagonal.mem_antidiagonal` is tidying as well: it calls the same lemma by a longer name, and no message concerns it.

Lean accepts the file once it reads:

```diff
@@ -34,8 +34,11 @@
       rw [nestedComm, ih, pow_succ', Module.End.mul_apply, LinearMap.add_apply,
         LinearMap.mulLeft_apply, LinearMap.mulRight_apply, neg_mul, neg_add_eq_sub, comm]
-  rw [key, (LinearMap.commute_mulLeft_right ℂ (-T) T).add_pow', LinearMap.sum_apply,
+  have hcomm : Commute (LinearMap.mulLeft ℂ (-T)) (LinearMap.mulRight ℂ T) := by
+    rw [commute_iff_eq]
+    exact LinearMap.ext fun X => (mul_assoc (-T) X T).symm
+  rw [key, hcomm.add_pow' k, LinearMap.sum_apply,
     Finset.smul_sum]
   refine Finset.sum_congr rfl fun p hp => ?_
-  obtain rfl : p.1 + p.2 = k := mem_antidiagonal.mp hp
+  obtain rfl : p.1 + p.2 = k := HasAntidiagonal.mem_antidiagonal.mp hp
   have h := Nat.choose_mul_factorial_mul_factorial (Nat.le_add_right p.1 p.2)
   rw [Nat.add_sub_cancel_left] at h
```
